# Second derivatives of Lagrange–Hermite mesh functions at the roots of a Hermite polynomial

A mesh function belonging to a simple root a of a polynomial H can be written as g(x)/((x − a) g′(a)), with g(x) = H(x) exp(−x²/2). At x = a this expression reads 0/0. The definition used here therefore divides x − a out of the polynomial first, H = (x − a)q, and sets

f(x) = q(x) exp(−x²/2) / g′(a).

This function is smooth everywhere. When H is a nonzero solution of Hermite's equation, the second derivative of f at every root of H has a closed form. When integrals are replaced by Gauss quadrature over the roots, these values give the kinetic matrix of a Hermite mesh for a single particle in one dimension.

In Lean 4 with Mathlib:

```lean
import Mathlib

open Polynomial Matrix

namespace LagrangeHermiteMesh

noncomputable section
```

The file loads the library Mathlib and opens a namespace. Below, `ℝ[X]` is the type of real polynomials, `X` is the variable and `C a` is the constant polynomial a.

```lean
/-- A nonzero real polynomial solving Hermite's equation `H'' - 2xH' + 2NH = 0`. -/
structure IsHermiteSolution (N : ℕ) (H : ℝ[X]) : Prop where
  ne_zero : H ≠ 0
  ode : derivative (derivative H) - 2 * X * derivative H + 2 * (N : ℝ[X]) * H = 0
```

`IsHermiteSolution N H` says that H is not the zero polynomial and satisfies, for a natural number N,

H″ − 2xH′ + 2NH = 0.

The scale of H is left free. It cancels in f.

```lean
/-- The polynomial `p` multiplied by the Gaussian `exp(-x²/2)`. -/
def weighted (p : ℝ[X]) (x : ℝ) : ℝ := p.eval x * Real.exp (-x ^ 2 / 2)
```

`weighted p` is the function p(x) exp(−x²/2), and `p.eval x` is the number p(x). In particular, `weighted H` is g.

```lean
/-- The Lagrange function of the node `a`: with `g = H exp(-x²/2)`, it is `g / ((x - a) g'(a))`, the
factor `x - a` being divided out of the polynomial. It is meant for simple roots `a` of `H`. -/
def lagrangeFun (H : ℝ[X]) (a x : ℝ) : ℝ :=
  weighted (H /ₘ (X - C a)) x / deriv (weighted H) a
```

This is f. The symbol `/ₘ` is polynomial division, so `H /ₘ (X - C a)` is q when a is a root. The function will turn out to be normalised by its value at the node, f(a) = 1, and not by the integral of f².

```lean
/-- The symmetric Lagrange-Hermite kinetic matrix (for `-d²/dx²`) on pairwise distinct nodes `x i`,
meant to be roots of a polynomial solution of Hermite's equation with parameter `N`. -/
def kineticMatrix {ι : Type*} [DecidableEq ι] (N : ℕ) (x : ι → ℝ) : Matrix ι ι ℝ :=
  Matrix.of fun i j => if i = j then (2 * N + 1 - x i ^ 2) / 3 else 2 / (x i - x j) ^ 2
```

The matrix K has entries

K_ii = (2N + 1 − x_i²)/3, K_ij = 2/(x_i − x_j)² for i ≠ j.

It represents −d²/dx². With ħ = m = 1 the kinetic energy is half of it.

```lean
/-- The derivative of `p exp(-x²/2)` is `(p' - x p) exp(-x²/2)`. -/
theorem hasDerivAt_weighted (p : ℝ[X]) (x : ℝ) :
    HasDerivAt (weighted p) (weighted (derivative p - X * p) x) x := by
  have h1 : HasDerivAt (fun y : ℝ => -y ^ 2 / 2) (-x) x := by
    have h0 := ((hasDerivAt_id' x).fun_mul (hasDerivAt_id' x)).const_mul (-1 / 2 : ℝ)
    have e : (fun y : ℝ => -y ^ 2 / 2) = fun y => -1 / 2 * (y * y) := by
      funext y
      ring
    rw [e]
    exact h0.congr_deriv (by ring)
  refine ((p.hasDerivAt x).fun_mul h1.exp).congr_deriv ?_
  simp only [weighted, eval_sub, eval_mul, eval_X]
  ring
```

`HasDerivAt F c x` says that F is differentiable at x with derivative c. The product rule gives

(p e^(−x²/2))′ = (p′ − xp) e^(−x²/2).

The proof differentiates the exponent, applies the product rule and leaves the rearrangement to `ring`, which proves algebraic identities.

```lean
/-- Differentiation maps the function of `p` to the function of `p' - x p`. -/
theorem deriv_weighted (p : ℝ[X]) :
    deriv (weighted p) = weighted (derivative p - X * p) :=
  funext fun x => (hasDerivAt_weighted p x).deriv
```

This is the same fact as an equation between functions: differentiation turns `weighted p` into another function of the same kind.

```lean
/-- The second derivative of `p exp(-x²/2)` is `(p'' - 2x p' + (x² - 1) p) exp(-x²/2)`. -/
theorem deriv2_weighted (p : ℝ[X]) : deriv (deriv (weighted p)) =
    weighted (derivative (derivative p) - 2 * X * derivative p + (X ^ 2 - 1) * p) := by
  have e : derivative (derivative p - X * p) - X * (derivative p - X * p) =
      derivative (derivative p) - 2 * X * derivative p + (X ^ 2 - 1) * p := by
    simp only [derivative_sub, derivative_mul, derivative_X]
    ring
  rw [deriv_weighted, deriv_weighted, e]
```

Applying the rule twice gives

(p e^(−x²/2))″ = (p″ − 2xp′ + (x² − 1)p) e^(−x²/2).

From here on, calculus is polynomial algebra.

```lean
/-- Every real root of a nonzero polynomial solution of Hermite's equation is simple. -/
theorem simple_root {N : ℕ} {H : ℝ[X]} (h : IsHermiteSolution N H) {a : ℝ}
    (ha : H.eval a = 0) : (derivative H).eval a ≠ 0 := by
  intro hd
  obtain ⟨r, hr, hnd⟩ := exists_eq_pow_rootMultiplicity_mul_and_not_dvd H h.ne_zero a
  have hra : r.eval a ≠ 0 := fun h0 => hnd (dvd_iff_isRoot.mpr h0)
  have ode := h.ode
  clear h
  generalize H.rootMultiplicity a = m at hr
  subst hr
  rcases m with _ | _ | k
  · exact hra (by simpa using ha)
  · exact hra (by simpa [derivative_mul] using hd)
  · have dp : ∀ n : ℕ, derivative ((X - C a) ^ (n + 1)) =
        ((n : ℝ[X]) + 1) * (X - C a) ^ n := by
      intro n
      simp [derivative_X_sub_C_pow]
    simp only [derivative_mul, derivative_add, dp, derivative_natCast, derivative_one,
      Nat.cast_add, Nat.cast_one] at ode
    -- the lowest power of `x - a` in the equation has a nonzero coefficient
    have key : (X - C a) ^ k * (((k : ℝ[X]) + 1 + 1) * ((k : ℝ[X]) + 1) * r +
        (X - C a) * (2 * ((k : ℝ[X]) + 2) * derivative r
          + (X - C a) * derivative (derivative r)
          - 2 * X * (((k : ℝ[X]) + 2) * r + (X - C a) * derivative r)
          + 2 * (N : ℝ[X]) * (X - C a) * r)) = 0 := by
      linear_combination ode
    have e := congrArg (eval a)
      ((mul_eq_zero.mp key).resolve_left (pow_ne_zero _ (X_sub_C_ne_zero a)))
    simp only [eval_add, eval_mul, eval_sub, eval_X, eval_C, eval_natCast, eval_one,
      eval_zero, sub_self, zero_mul, add_zero] at e
    exact mul_ne_zero (by positivity) hra e
```

Dividing by g′(a) requires H′(a) ≠ 0, and the equation guarantees it. Write H = (x − a)^m r with r(a) ≠ 0. If m = 0, then H(a) = r(a) ≠ 0, so a is not a root. If m = 1, then H′(a) = r(a) ≠ 0, as wanted. If m ≥ 2, the lowest power of x − a in Hermite's equation comes from H″ alone, and the equation reads

(x − a)^(m−2) [m(m − 1) r + (x − a)(…)] = 0.

The bracket must vanish, and at x = a this gives m(m − 1) r(a) = 0, a contradiction.

The proof assumes H′(a) = 0 and splits into these three cases, with m = k + 2 in the last. The equation `key` is the factored form above.

```lean
/-- If `H = (x - a) q` is a nonzero solution of Hermite's equation with parameter `N`, then `F = q
exp(-x²/2)` and `g = H exp(-x²/2)` satisfy `F(a) = g'(a)` and `3F''(a) = (a² - 2N - 1) g'(a)`. -/
theorem cofactor_at_node {N : ℕ} {H q : ℝ[X]} {a : ℝ} (h : IsHermiteSolution N H)
    (hq : H = (X - C a) * q) : weighted q a = deriv (weighted H) a ∧
      3 * deriv (deriv (weighted q)) a = (a ^ 2 - 2 * N - 1) * deriv (weighted H) a := by
  have e0 := h.ode
  subst hq
  -- Hermite's equation and its first derivative, both at the node
  have e1 := congrArg (eval a) e0
  have e2 := congrArg (fun p => eval a (derivative p)) e0
  simp only [derivative_add, derivative_sub, derivative_mul, derivative_X, derivative_C,
    derivative_natCast, derivative_ofNat, derivative_one, derivative_zero, eval_add, eval_sub,
    eval_mul, eval_X, eval_C, eval_natCast, eval_ofNat, eval_one, eval_zero] at e1 e2
  rw [deriv2_weighted, deriv_weighted]
  simp only [weighted, derivative_sub, derivative_mul, derivative_X, derivative_C, eval_add,
    eval_sub, eval_mul, eval_pow, eval_X, eval_C, eval_ofNat, eval_one, eval_zero]
  constructor
  · ring
  · linear_combination Real.exp (-a ^ 2 / 2) * (e2 - a * e1)
```

Let F = q e^(−x²/2), the numerator of f. From H = (x − a)q,

H′(a) = q(a), H″(a) = 2q′(a), H‴(a) = 3q″(a).

Since H(a) = 0, g′(a) = H′(a) e^(−a²/2) = q(a) e^(−a²/2) = F(a), which is the first claim. Hermite's equation at a gives

2q′(a) − 2a q(a) = 0, so q′(a) = a q(a).

Its derivative, H‴ − 2xH″ − 2H′ + 2NH′ = 0, gives at a

3q″(a) − 4a q′(a) − 2q(a) + 2N q(a) = 0, so 3q″(a) = (4a² + 2 − 2N) q(a).

Inserting both into the formula for the second derivative,

3F″(a) = (4a² + 2 − 2N − 6a² + 3a² − 3) q(a) e^(−a²/2) = (a² − 2N − 1) g′(a).

In the code, `e1` and `e2` are the two equations at a. The tactic `linear_combination` checks that the goal follows from the stated combination of them, here e^(−a²/2) times (`e2` − a `e1`).

```lean
/-- If `H = (x - a) q` is a nonzero solution of Hermite's equation and `b ≠ a` is another root of
`H`, then `F = q exp(-x²/2)` and `g = H exp(-x²/2)` satisfy `F(b) = 0` and `(b - a)² F''(b) =
-2g'(b)`. -/
theorem cofactor_at_other_node {N : ℕ} {H q : ℝ[X]} {a b : ℝ} (h : IsHermiteSolution N H)
    (hq : H = (X - C a) * q) (hb : H.eval b = 0) (hba : b ≠ a) : weighted q b = 0 ∧
      (b - a) ^ 2 * deriv (deriv (weighted q)) b = -2 * deriv (weighted H) b := by
  have e0 := h.ode
  subst hq
  have q0 : q.eval b = 0 := by
    simp only [eval_mul, eval_sub, eval_X, eval_C] at hb
    exact (mul_eq_zero.mp hb).resolve_left (sub_ne_zero.mpr hba)
  have e1 := congrArg (eval b) e0
  simp only [derivative_add, derivative_sub, derivative_mul, derivative_X, derivative_C,
    derivative_one, derivative_zero, eval_add, eval_sub, eval_mul, eval_X, eval_C,
    eval_natCast, eval_ofNat, eval_one, eval_zero, q0] at e1
  rw [deriv2_weighted, deriv_weighted]
  simp only [weighted, derivative_sub, derivative_mul, derivative_X, derivative_C, eval_add,
    eval_sub, eval_mul, eval_pow, eval_X, eval_C, eval_ofNat, eval_one, eval_zero, q0]
  constructor
  · ring
  · linear_combination Real.exp (-b ^ 2 / 2) * (b - a) * e1
```

Now let b ≠ a be another root. From (b − a) q(b) = 0 we get q(b) = 0, hence F(b) = 0. Also

H′(b) = (b − a) q′(b), H″(b) = 2q′(b) + (b − a) q″(b),

so Hermite's equation at b becomes

(b − a)(q″(b) − 2b q′(b)) = −2q′(b).

Because q(b) = 0, F″(b) = (q″(b) − 2b q′(b)) e^(−b²/2). Multiplying by (b − a)²,

(b − a)² F″(b) = −2(b − a) q′(b) e^(−b²/2) = −2g′(b).

The last line of the proof obtains this by multiplying `e1`, Hermite's equation at b, by (b − a) e^(−b²/2).

```lean
/-- The first two derivatives of a Lagrange function are those of its numerator, divided by
the constant `g'(a)`. -/
theorem hasDerivAt_lagrangeFun (H : ℝ[X]) (a x : ℝ) :
    HasDerivAt (lagrangeFun H a)
      (deriv (weighted (H /ₘ (X - C a))) x / deriv (weighted H) a) x ∧
    HasDerivAt (deriv (lagrangeFun H a))
      (deriv (deriv (weighted (H /ₘ (X - C a)))) x / deriv (weighted H) a) x := by
  have d : ∀ (p : ℝ[X]) (y : ℝ), HasDerivAt (weighted p) (deriv (weighted p) y) y :=
    fun p y => (hasDerivAt_weighted p y).differentiableAt.hasDerivAt
  have h1 : ∀ y, HasDerivAt (lagrangeFun H a)
      (deriv (weighted (H /ₘ (X - C a))) y / deriv (weighted H) a) y :=
    fun y => (d _ y).div_const _
  refine ⟨h1 x, ?_⟩
  rw [funext fun y => (h1 y).deriv]
  refine HasDerivAt.div_const ?_ _
  rw [deriv_weighted (H /ₘ (X - C a))]
  exact d _ x
```

Since f is F divided by the constant g′(a), its first two derivatives are F′/g′(a) and F″/g′(a).

```lean
/-- Lagrange-Hermite kinetic elements: if `H` is a nonzero polynomial solution of Hermite's equation
with parameter `N`, the Lagrange function `f` of a root `a` of `H` has `f(a) = 1` and `-f''(a) = (2N
+ 1 - a²)/3`; at any other root `b`, `f(b) = 0` and `-f''(b) = 2g'(b) / (g'(a)(b - a)²)`, where `g =
H exp(-x²/2)`. -/
theorem lagrange_hermite_kinetic {N : ℕ} {H : ℝ[X]} (h : IsHermiteSolution N H) {a : ℝ}
    (ha : H.eval a = 0) :
    lagrangeFun H a a = 1 ∧
    -deriv (deriv (lagrangeFun H a)) a = (2 * N + 1 - a ^ 2) / 3 ∧
    ∀ b, H.eval b = 0 → b ≠ a → lagrangeFun H a b = 0 ∧
      -deriv (deriv (lagrangeFun H a)) b =
        2 * deriv (weighted H) b / (deriv (weighted H) a * (b - a) ^ 2) := by
  have hq : H = (X - C a) * (H /ₘ (X - C a)) := (mul_divByMonic_eq_iff_isRoot.mpr ha).symm
  have hs : deriv (weighted H) a ≠ 0 := by
    rw [deriv_weighted]
    simp only [weighted, eval_sub, eval_mul, ha, mul_zero, sub_zero]
    exact mul_ne_zero (simple_root h ha) (Real.exp_ne_zero _)
  obtain ⟨n0, n2⟩ := cofactor_at_node h hq
  refine ⟨?_, ?_, fun b hb hba => ?_⟩
  · rw [lagrangeFun, n0, div_self hs]
  · rw [(hasDerivAt_lagrangeFun H a a).2.deriv, ← neg_div, div_eq_iff hs]
    linear_combination (-1 / 3 : ℝ) * n2
  · obtain ⟨m0, m2⟩ := cofactor_at_other_node h hq hb hba
    have hd : b - a ≠ 0 := sub_ne_zero.mpr hba
    refine ⟨by rw [lagrangeFun, m0, zero_div], ?_⟩
    rw [(hasDerivAt_lagrangeFun H a b).2.deriv, ← neg_div,
      div_eq_div_iff hs (mul_ne_zero hs (pow_ne_zero 2 hd))]
    linear_combination (-deriv (weighted H) a) * m2
```

This is the main theorem. The hypothesis `h` says that H solves Hermite's equation, and `ha` that H(a) = 0. The conclusions, joined by `∧` ("and"), are

f(a) = 1, −f″(a) = (2N + 1 − a²)/3,

and, for every other root b,

f(b) = 0, −f″(b) = 2g′(b) / (g′(a)(b − a)²).

By hand, one divides the results for F by g′(a). The proof does the same: `hq` is the factorisation H = (x − a)q, `hs` is g′(a) ≠ 0, obtained from the simple-root theorem, and the two cofactor theorems supply the values. For N = 1 the only root is 0, f is the Gaussian itself, and −f″(0) = 1. For N = 0 there are no roots and nothing to state.

```lean
/-- Let `H` be a nonzero polynomial solution of Hermite's equation with parameter `N`, and let `g =
H exp(-x²/2)`. For `ψ = ∑ u_j g'(x_j) f_j`, where `f_j` is the Lagrange function of `x_j` and the
`x_j` are distinct roots of `H`, the value of `-ψ''` at `x_i` is `g'(x_i)` times the `i`-th entry of
the symmetric kinetic matrix applied to `u`. -/
theorem kineticMatrix_action {ι : Type*} [Fintype ι] [DecidableEq ι] {N : ℕ} {H : ℝ[X]}
    (h : IsHermiteSolution N H) (x : ι → ℝ) (hx : Function.Injective x)
    (hr : ∀ i, H.eval (x i) = 0) (u : ι → ℝ) (i : ι) :
    -deriv (deriv fun y => ∑ j, u j * deriv (weighted H) (x j) * lagrangeFun H (x j) y) (x i)
      = deriv (weighted H) (x i) * (kineticMatrix N x *ᵥ u) i := by
  have d1 : (deriv fun y => ∑ j, u j * deriv (weighted H) (x j) * lagrangeFun H (x j) y) =
      fun y => ∑ j, u j * deriv (weighted H) (x j) * deriv (lagrangeFun H (x j)) y :=
    funext fun y => (HasDerivAt.fun_sum fun j _ =>
      (hasDerivAt_lagrangeFun H (x j) y).1.differentiableAt.hasDerivAt.const_mul _).deriv
  have d2 : deriv (fun y => ∑ j, u j * deriv (weighted H) (x j) *
      deriv (lagrangeFun H (x j)) y) (x i) =
      ∑ j, u j * deriv (weighted H) (x j) * deriv (deriv (lagrangeFun H (x j))) (x i) :=
    (HasDerivAt.fun_sum fun j _ =>
      (hasDerivAt_lagrangeFun H (x j) (x i)).2.differentiableAt.hasDerivAt.const_mul _).deriv
  rw [d1, d2, Matrix.mulVec, dotProduct, Finset.mul_sum, ← Finset.sum_neg_distrib]
  refine Finset.sum_congr rfl fun j _ => ?_
  obtain ⟨f0, f2, off⟩ := lagrange_hermite_kinetic h (hr j)
  by_cases hij : i = j
  · subst hij
    simp only [kineticMatrix, Matrix.of_apply, if_true]
    linear_combination u i * deriv (weighted H) (x i) * f2
  · have hne : x i ≠ x j := fun e => hij (hx e)
    have hd : x i - x j ≠ 0 := sub_ne_zero.mpr hne
    have hs : deriv (weighted H) (x j) ≠ 0 := by
      intro h0
      rw [lagrangeFun, h0, div_zero] at f0
      exact zero_ne_one f0
    simp only [kineticMatrix, Matrix.of_apply, if_neg hij]
    rw [← mul_neg, (off (x i) (hr i) hne).2]
    field_simp
```

The values −f″(b) are in general not symmetric in a and b. A symmetric matrix appears when each function is multiplied by g′ at its own node and the resulting second derivatives are divided by g′ at the node where they are taken. Take distinct roots x_i (`hx` says distinct, `hr` says roots), write f_j for the function of x_j, and expand

ψ = Σ_j u_j g′(x_j) f_j.

For j ≠ i, the j-th term of −ψ″(x_i) is

u_j g′(x_j) · 2g′(x_i) / (g′(x_j)(x_i − x_j)²) = g′(x_i) K_ij u_j,

and for j = i it is u_i g′(x_i)(2N + 1 − x_i²)/3 = g′(x_i) K_ii u_i. Summing,

−ψ″(x_i) = g′(x_i) (K u)_i.

The factors g′(x_j) keep their signs, which is why all off-diagonal entries of K are positive. For this identity the x_i need not be all the roots of H. The Gauss quadrature of the mesh uses all of them.

In the proof, `d1` and `d2` move the two derivatives inside the finite sum. The terms are then compared one by one, with `by_cases` separating i = j from i ≠ j.

The identity concerns values at the nodes. It involves no integrals, so the quadrature that relates K to matrix elements ∫ f_i (−f_j″) dx, and the accuracy of energies computed with K, are separate questions.

```lean
/-- The cubic `2x³ - 3x` solves Hermite's equation with `N = 3` and has the distinct roots
`0` and `√(3/2)`. -/
theorem isHermiteSolution_witness :
    IsHermiteSolution 3 (2 * X ^ 3 - 3 * X) ∧ (2 * X ^ 3 - 3 * X : ℝ[X]).eval 0 = 0 ∧
      (2 * X ^ 3 - 3 * X : ℝ[X]).eval (√(3 / 2)) = 0 ∧ √(3 / 2 : ℝ) ≠ 0 := by
  refine ⟨⟨fun h0 => ?_, ?_⟩, ?_, ?_, ?_⟩
  · have h1 := congrArg (eval 1) h0
    simp only [eval_sub, eval_mul, eval_pow, eval_X, eval_ofNat, eval_zero] at h1
    norm_num at h1
  · have e : (2 * X ^ 3 - 3 * X : ℝ[X]) = 2 * (X * X * X) - 3 * X := by ring
    rw [e]
    simp only [derivative_sub, derivative_add, derivative_mul, derivative_X, derivative_ofNat,
      derivative_one, derivative_zero, Nat.cast_ofNat]
    ring
  · simp
  · have hs : √(3 / 2 : ℝ) ^ 2 = 3 / 2 := Real.sq_sqrt (by norm_num)
    simp only [eval_sub, eval_mul, eval_pow, eval_X, eval_ofNat]
    linear_combination 2 * √(3 / 2 : ℝ) * hs
  · exact (Real.sqrt_pos.mpr (by norm_num)).ne'

end

end LagrangeHermiteMesh
```

A concrete case is H = 2x³ − 3x with N = 3. Here H′ = 6x² − 3 and H″ = 12x, so

12x − 2x(6x² − 3) + 6(2x³ − 3x) = 0.

The theorem also confirms the distinct roots 0 and √(3/2). On these two nodes the formulas for K give diagonal entries 7/3 and 11/6 and off-diagonal entry 4/3. The third root is −√(3/2), so this is a 2 × 2 block of the 3 × 3 matrix of the full mesh.

```lean
#print axioms LagrangeHermiteMesh.lagrange_hermite_kinetic
#print axioms LagrangeHermiteMesh.kineticMatrix_action
```

```
'LagrangeHermiteMesh.lagrange_hermite_kinetic' depends on axioms: [propext, Classical.choice, Quot.sound]
'LagrangeHermiteMesh.kineticMatrix_action' depends on axioms: [propext, Classical.choice, Quot.sound]
```
